# For independent fermions in finitely many levels, the f-sum is at least twice the gap times the spread

Let H have real level energies e_i, let P project on the set I of occupied levels, and let X be a Hermitian one-particle observable. Then

tr(P[X,[H,X]]) = 2 Σ_{i∈I, a∉I} (e_a − e_i)|X_ai|²

and, if e_a − e_i ≥ g for all these pairs,

tr(P[X,[H,X]]) ≥ 2g tr(PX(1−P)X).

The left side is the f-sum. The trace on the right, here called the spread, is the variance of the total X in the Slater determinant of the occupied levels. For non-interacting electrons in a finite basis, a gap g > 0 therefore limits this fluctuation to at most the f-sum divided by 2g. With X the matrix of a position component in that basis, this relates localisation to the gap, but the spread then omits transitions to states outside the basis.

## Levels, occupation and the two traces

Each level is a single one-particle state, spin included, and holds at most one fermion. The levels are labelled by a type `n`, which is made finite after the first lemma.

In Lean 4 with Mathlib:

```lean
import Mathlib

open Matrix

namespace FSumRuleGap

noncomputable section

variable {n : Type*}
```

Hermiticity means X_ik = X_ki*, so

X_ik X_ki = |X_ki|².

```lean
/-- For a Hermitian matrix, the product of the two opposite matrix elements between a pair of
levels is the squared modulus of either. -/
theorem hermitian_pair {X : Matrix n n ℂ} (hX : X.IsHermitian) (k i : n) :
    X i k * X k i = ((‖X k i‖ ^ 2 : ℝ) : ℂ) := by
  rw [← hX.apply i k, mul_comm, Complex.star_def, Complex.mul_conj, Complex.normSq_eq_norm_sq]
```

We work in the eigenbasis of H, where H is the diagonal matrix of the energies.

```lean
variable [Fintype n] [DecidableEq n]

/-- The Hamiltonian in its eigenbasis, with real level energies `e`. -/
def ham (e : n → ℝ) : Matrix n n ℂ := diagonal fun i => (e i : ℂ)
```

P is diagonal too, with entry 1 on occupied levels and 0 on empty ones. The set `I` is arbitrary and need not contain the lowest levels.

```lean
/-- The projector on the levels in `I`: the one-particle density matrix with `I` occupied. -/
def proj (I : Finset n) : Matrix n n ℂ := diagonal fun i => if i ∈ I then 1 else 0
```

The commutator is AB − BA, without factors of i or ħ.

```lean
/-- The commutator `[A, B]`. -/
def comm (A B : Matrix n n ℂ) : Matrix n n ℂ := A * B - B * A
```

Both traces are defined as complex numbers. The formulas below show that they are real for Hermitian X, so the real parts `.re` in the later inequalities lose nothing.

```lean
/-- The f-sum: the trace of `P [X, [H, X]]`. -/
def fSum (e : n → ℝ) (I : Finset n) (X : Matrix n n ℂ) : ℂ :=
  trace (proj I * comm X (comm (ham e) X))

/-- The spread of `X` in the occupied space: the trace of `P X (1 - P) X`. -/
def spread (I : Finset n) (X : Matrix n n ℂ) : ℂ :=
  trace (proj I * X * (1 - proj I) * X)
```

## Transition energies from the double commutator

Multiplying by P keeps only the occupied rows:

tr(PM) = Σ_{i∈I} M_ii.

```lean
/-- A trace with the projector is the sum of the diagonal elements over occupied levels. -/
theorem trace_proj_mul (I : Finset n) (M : Matrix n n ℂ) :
    trace (proj I * M) = ∑ i ∈ I, M i i := by
  simp [trace, proj, Matrix.diagonal_mul, ite_mul, Finset.sum_ite_mem]
```

Since H is diagonal, [H,X]_jk = (e_j − e_k)X_jk. Hence

[X,[H,X]]_ii = Σ_k [X_ik(e_k − e_i)X_ki − (e_i − e_k)X_ik X_ki]
= 2 Σ_k (e_k − e_i)|X_ki|².

In the proof, `hc` is the formula for [H,X], and `linear_combination` inserts the pair identity term by term.

```lean
/-- For Hermitian `X`, the expectation value of `[X, [H, X]]` in level `i` is twice the sum of
transition energies from `i`, weighted by the squared matrix elements of `X`. -/
theorem double_comm_diag {X : Matrix n n ℂ} (hX : X.IsHermitian) (e : n → ℝ) (i : n) :
    comm X (comm (ham e) X) i i = ((2 * ∑ k, (e k - e i) * ‖X k i‖ ^ 2 : ℝ) : ℂ) := by
  -- the commutator with `H` multiplies each matrix element by an energy difference
  have hc : ∀ j k, comm (ham e) X j k = ((e j : ℂ) - e k) * X j k := by
    intro j k
    simp only [comm, ham, Matrix.sub_apply, Matrix.diagonal_mul, Matrix.mul_diagonal]
    ring
  change (X * comm (ham e) X - comm (ham e) X * X) i i = _
  rw [Matrix.sub_apply, Matrix.mul_apply, Matrix.mul_apply, ← Finset.sum_sub_distrib]
  push_cast
  rw [Finset.mul_sum]
  refine Finset.sum_congr rfl fun k _ => ?_
  have h := hermitian_pair hX k i
  push_cast at h
  rw [hc, hc]
  linear_combination 2 * ((e k : ℂ) - e i) * h
```

Now sum over i in I and split the sum over k into occupied and empty levels. In the occupied part, exchanging i and k reverses the sign of e_k − e_i and leaves |X_ki|² unchanged. That part equals its own negative and vanishes (`anti`). The empty levels, written `Iᶜ`, give the sum rule.

```lean
/-- **f-sum rule.** For Hermitian `X`, the trace of `P [X, [H, X]]` is twice the sum of
`(e a - e i) |X a i|²` over occupied `i` and empty `a`. -/
theorem f_sum_rule {X : Matrix n n ℂ} (hX : X.IsHermitian) (e : n → ℝ) (I : Finset n) :
    fSum e I X = ((2 * ∑ i ∈ I, ∑ a ∈ Iᶜ, (e a - e i) * ‖X a i‖ ^ 2 : ℝ) : ℂ) := by
  -- transitions between two occupied levels cancel in pairs
  have anti : ∑ i ∈ I, ∑ k ∈ I, (e k - e i) * ‖X k i‖ ^ 2 = 0 := by
    have h : ∑ i ∈ I, ∑ k ∈ I, (e k - e i) * ‖X k i‖ ^ 2
        = -∑ i ∈ I, ∑ k ∈ I, (e k - e i) * ‖X k i‖ ^ 2 := by
      conv_lhs => rw [Finset.sum_comm]
      simp only [← Finset.sum_neg_distrib]
      refine Finset.sum_congr rfl fun i _ => Finset.sum_congr rfl fun k _ => ?_
      rw [← hX.apply i k, norm_star]
      ring
    linarith
  have split : ∀ i, ∑ k, (e k - e i) * ‖X k i‖ ^ 2
      = ∑ k ∈ I, (e k - e i) * ‖X k i‖ ^ 2 + ∑ k ∈ Iᶜ, (e k - e i) * ‖X k i‖ ^ 2 :=
    fun i => (Finset.sum_add_sum_compl I _).symm
  rw [fSum, trace_proj_mul, Finset.sum_congr rfl (fun i _ => double_comm_diag hX e i),
    ← Complex.ofReal_sum, Complex.ofReal_inj, ← Finset.mul_sum,
    Finset.sum_congr rfl (fun i _ => split i), Finset.sum_add_distrib, anti, zero_add]
```

For H = p²/2m + V(x) and X = x in the continuum, the double commutator is ħ²/m, which gives N particles the familiar f-sum Nħ²/m. The theorem gives the sum over transitions but not this value: a commutator of finite matrices has trace zero and cannot be a non-zero multiple of the identity. The passage from a finite basis to the continuum position operator is the step that the hypotheses leave open.

## Comparing the f-sum with the spread

The matrix 1 − P projects on the empty levels, so

tr(PX(1−P)X) = Σ_{i∈I} Σ_{a∉I} X_ia X_ai = Σ_{i∈I} Σ_{a∉I} |X_ai|².

```lean
/-- For Hermitian `X`, the spread is the sum of `|X a i|²` over occupied `i` and empty `a`. -/
theorem spread_eq {X : Matrix n n ℂ} (hX : X.IsHermitian) (I : Finset n) :
    spread I X = ((∑ i ∈ I, ∑ a ∈ Iᶜ, ‖X a i‖ ^ 2 : ℝ) : ℂ) := by
  -- the complementary projector projects on the empty levels
  have hq : 1 - proj I = proj Iᶜ := by
    ext i j
    by_cases hij : i = j
    · subst hij
      by_cases h : i ∈ I <;> simp [proj, h]
    · simp [proj, hij]
  rw [spread, hq, Matrix.mul_assoc, Matrix.mul_assoc, trace_proj_mul, Complex.ofReal_sum]
  refine Finset.sum_congr rfl fun i _ => ?_
  have h : ∀ k, X i k * (proj Iᶜ * X) k i
      = if k ∈ Iᶜ then ((‖X k i‖ ^ 2 : ℝ) : ℂ) else 0 := by
    intro k
    rw [← hermitian_pair hX k i]
    by_cases hk : k ∈ I <;> simp [proj, Matrix.diagonal_mul, hk]
  rw [Matrix.mul_apply, Finset.sum_congr rfl (fun k _ => h k), Finset.sum_ite_mem,
    Finset.univ_inter, Complex.ofReal_sum]
```

Both traces now run over the same pairs. For any real g, subtraction gives

f-sum − 2g · spread = 2 Σ_{i∈I} Σ_{a∉I} (e_a − e_i − g)|X_ai|².

```lean
/-- For Hermitian `X` and any reference energy `g`, the f-sum minus `2 g` times the spread is
twice the sum of `(e a - e i - g) |X a i|²` over occupied `i` and empty `a`. -/
theorem fSum_sub_spread {X : Matrix n n ℂ} (hX : X.IsHermitian) (e : n → ℝ) (I : Finset n)
    (g : ℝ) : (fSum e I X).re - 2 * g * (spread I X).re
      = 2 * ∑ i ∈ I, ∑ a ∈ Iᶜ, (e a - e i - g) * ‖X a i‖ ^ 2 := by
  have h : ∑ i ∈ I, ∑ a ∈ Iᶜ, (e a - e i - g) * ‖X a i‖ ^ 2
      = ∑ i ∈ I, ∑ a ∈ Iᶜ, (e a - e i) * ‖X a i‖ ^ 2
        - g * ∑ i ∈ I, ∑ a ∈ Iᶜ, ‖X a i‖ ^ 2 := by
    simp only [Finset.mul_sum, ← Finset.sum_sub_distrib]
    refine Finset.sum_congr rfl fun i _ => Finset.sum_congr rfl fun a _ => ?_
    ring
  rw [f_sum_rule hX, spread_eq hX, Complex.ofReal_re, Complex.ofReal_re, h]
  ring
```

If non-negative terms add up to zero, each is zero. This is stated for sums over occupied–empty pairs.

```lean
/-- If non-negative contributions of all transitions from occupied to empty levels add up to
zero, each of them is zero. -/
theorem transition_zero {I : Finset n} {f : n → n → ℝ} (h0 : ∀ i ∈ I, ∀ a ∉ I, 0 ≤ f i a)
    (hs : ∑ i ∈ I, ∑ a ∈ Iᶜ, f i a = 0) : ∀ i ∈ I, ∀ a ∉ I, f i a = 0 := by
  intro i hi a ha
  have h1 := (Finset.sum_eq_zero_iff_of_nonneg fun j hj =>
    Finset.sum_nonneg fun b hb => h0 j hj b (Finset.mem_compl.1 hb)).1 hs i hi
  exact (Finset.sum_eq_zero_iff_of_nonneg fun b hb =>
    h0 i hi b (Finset.mem_compl.1 hb)).1 h1 a (Finset.mem_compl.2 ha)
```

When every transition costs at least g, each term of the difference is non-negative, which proves the bound.

```lean
/-- **Gap bound.** If `X` is Hermitian and every transition from an occupied to an empty level
costs at least `g`, the f-sum is at least `2 g` times the spread. -/
theorem gap_bound {X : Matrix n n ℂ} (hX : X.IsHermitian) (e : n → ℝ) (I : Finset n) (g : ℝ)
    (hgap : ∀ i ∈ I, ∀ a ∉ I, g ≤ e a - e i) :
    2 * g * (spread I X).re ≤ (fSum e I X).re := by
  have h := fSum_sub_spread hX e I g
  have h0 : 0 ≤ ∑ i ∈ I, ∑ a ∈ Iᶜ, (e a - e i - g) * ‖X a i‖ ^ 2 :=
    Finset.sum_nonneg fun i hi => Finset.sum_nonneg fun a ha =>
      mul_nonneg (sub_nonneg.2 (hgap i hi a (Finset.mem_compl.1 ha))) (sq_nonneg _)
  linarith
```

Equality makes every term zero, so e_a − e_i = g wherever X_ai ≠ 0. Conversely, if all coupled transitions cost g, every term vanishes.

```lean
/-- For Hermitian `X` and transition energies of at least `g`, the gap bound is an equality
exactly when every transition from an occupied to an empty level that `X` couples costs `g`. -/
theorem gap_bound_eq_iff {X : Matrix n n ℂ} (hX : X.IsHermitian) (e : n → ℝ) (I : Finset n)
    (g : ℝ) (hgap : ∀ i ∈ I, ∀ a ∉ I, g ≤ e a - e i) :
    (fSum e I X).re = 2 * g * (spread I X).re ↔
      ∀ i ∈ I, ∀ a ∉ I, X a i ≠ 0 → e a - e i = g := by
  have h := fSum_sub_spread hX e I g
  constructor
  · intro heq i hi a ha hx
    have hz := transition_zero (f := fun i a => (e a - e i - g) * ‖X a i‖ ^ 2)
      (fun i hi a ha => mul_nonneg (sub_nonneg.2 (hgap i hi a ha)) (sq_nonneg _))
      (by linarith) i hi a ha
    have hn : ‖X a i‖ ^ 2 ≠ 0 := pow_ne_zero 2 (norm_ne_zero_iff.2 hx)
    exact sub_eq_zero.1 ((mul_eq_zero.1 hz).resolve_right hn)
  · intro hall
    have hz : ∑ i ∈ I, ∑ a ∈ Iᶜ, (e a - e i - g) * ‖X a i‖ ^ 2 = 0 := by
      refine Finset.sum_eq_zero fun i hi => Finset.sum_eq_zero fun a ha => ?_
      by_cases hx : X a i = 0
      · simp [hx]
      · rw [hall i hi a (Finset.mem_compl.1 ha) hx, sub_self, zero_mul]
    linarith
```

The smallest case with a transition has two levels, 1 occupied and 2 empty. The spread is |X_21|² and the f-sum is 2(e_2 − e_1)|X_21|², so with g = e_2 − e_1 the bound is an equality for every Hermitian X.

## A coupled transition at or below the mean

No gap is assumed now, only a non-zero spread. Set

ḡ = f-sum / (2 · spread),

the mean transition energy with weights |X_ai|². Some transition with X_ai ≠ 0 has energy at most ḡ. Suppose instead that all coupled transitions lie above ḡ. With g = ḡ the difference formula is a sum of non-negative terms equal to zero, so each term is zero. Every X_ai must then vanish, and the spread with it, which is a contradiction. In the code ḡ is called `g`.

```lean
/-- If `X` is Hermitian with non-zero spread, it couples some occupied level to an empty one
with a transition energy of at most the f-sum divided by twice the spread. -/
theorem exists_low_transition {X : Matrix n n ℂ} (hX : X.IsHermitian) (e : n → ℝ)
    (I : Finset n) (hS : spread I X ≠ 0) :
    ∃ i ∈ I, ∃ a ∉ I, X a i ≠ 0 ∧ e a - e i ≤ (fSum e I X).re / (2 * (spread I X).re) := by
  have hre : (spread I X).re ≠ 0 := by
    intro h
    rw [spread_eq hX, Complex.ofReal_re] at h
    exact hS (by rw [spread_eq hX, h, Complex.ofReal_zero])
  by_contra hc
  -- otherwise all coupled transitions lie above their own weighted mean `g`
  obtain ⟨g, hg⟩ : ∃ g, g = (fSum e I X).re / (2 * (spread I X).re) := ⟨_, rfl⟩
  have habove : ∀ i ∈ I, ∀ a ∉ I, X a i ≠ 0 → g < e a - e i := fun i hi a ha hx =>
    lt_of_not_ge fun hle => hc ⟨i, hi, a, ha, hx, hg ▸ hle⟩
  have hmean : (fSum e I X).re = 2 * g * (spread I X).re := by
    rw [hg]
    field_simp
  have h := fSum_sub_spread hX e I g
  have hz := transition_zero (I := I) (f := fun i a => (e a - e i - g) * ‖X a i‖ ^ 2)
    (fun i hi a ha => by
      by_cases hx : X a i = 0
      · simp [hx]
      · exact mul_nonneg (sub_pos.2 (habove i hi a ha hx)).le (sq_nonneg _))
    (by linarith)
  -- then `X` couples no occupied level to an empty one, and the spread vanishes
  apply hS
  rw [spread_eq hX, Complex.ofReal_eq_zero]
  refine Finset.sum_eq_zero fun i hi => Finset.sum_eq_zero fun a ha => ?_
  have ha' := Finset.mem_compl.1 ha
  by_cases hx : X a i = 0
  · simp [hx]
  · exact (mul_eq_zero.1 (hz i hi a ha')).resolve_left (sub_pos.2 (habove i hi a ha' hx)).ne'

end

end FSumRuleGap
```

```lean
#print axioms FSumRuleGap.gap_bound
-- 'FSumRuleGap.gap_bound' depends on axioms: [propext, Classical.choice, Quot.sound]
#print axioms FSumRuleGap.gap_bound_eq_iff
-- 'FSumRuleGap.gap_bound_eq_iff' depends on axioms: [propext, Classical.choice, Quot.sound]
#print axioms FSumRuleGap.exists_low_transition
-- 'FSumRuleGap.exists_low_transition' depends on axioms: [propext, Classical.choice, Quot.sound]
```
